# Unique Fock decomposition over vacua for finitely many fermionic modes

Pick M orthonormal spin orbitals of a molecule, for example an active space, and sort a many-electron state by which of them are occupied. Each occupation pattern gets its own component, which describes the electrons in all the other orbitals. This bookkeeping needs two facts: every state vector can be sorted in this way, and the components are fixed by that vector. Both follow from the canonical anticommutation relations of the M chosen modes, for any finite M and without reference to a Hamiltonian.

## Annihilators, creators and their relations

Let V be a complex vector space, of finite or infinite dimension. The modes are numbered p = 0, …, M − 1, which is the Lean type `Fin M`; M counts modes, not electrons. Each mode has an annihilator a_p and a creator c_p, both linear maps from V to itself (`Module.End ℂ V`). Many textbooks write c for an annihilator and c† for a creator; here c_p is the creator.

```lean
import Mathlib

open Matrix

namespace FockOverVacua

variable {V : Type*} [AddCommGroup V] [Module ℂ V] {M : ℕ}
```

For all modes p, q and all vectors v, the relations are

a_p a_q v + a_q a_p v = 0

c_p c_q v + c_q c_p v = 0

a_p c_q v + c_q a_p v = δ_pq v.

They are the three fields of `IsCAR`, which every theorem about the decomposition assumes. They express the antisymmetry of fermionic states and the independence of the modes.

```lean
/-- The canonical anticommutation relations for annihilators `a p` and creators `c p`,
written out on vectors. -/
structure IsCAR (a c : Fin M → Module.End ℂ V) : Prop where
  aa : ∀ p q v, a p (a q v) + a q (a p v) = 0
  cc : ∀ p q v, c p (c q v) + c q (c p v) = 0
  ac : ∀ p q v, a p (c q v) + c q (a p v) = if p = q then v else 0
```

V carries no inner product, so c_p is not required to be the adjoint of a_p. The decomposition therefore says nothing about norms or orthogonality. To read the squared modulus |z_S|² of an amplitude z_S, introduced below for a unique vacuum, as the probability of the occupation pattern S, one must add that c_p = a_p† on a Hilbert space and that the state and the vacuum are normalised.

## Filling a set of modes in increasing order

For a set S of modes p₁ < p₂ < … < p_k, define

c_S = c_p₁ c_p₂ ⋯ c_p_k, with c_∅ = 1.

The rightmost creator, that of the highest mode, acts first. The order is a convention that matters: reversing it multiplies c_S by (−1)^(k(k−1)/2). In Lean, S is a `Finset (Fin M)`, and the product runs through the full list of modes, with the factor 1 for each mode outside S. A list is used because the factors do not commute.

```lean
/-- The product of the creators `c p` over the modes `p` in `S`, in increasing order. -/
def creatorProduct (c : Fin M → Module.End ℂ V) (S : Finset (Fin M)) : Module.End ℂ V :=
  ((List.finRange M).map fun p => if p ∈ S then c p else 1).prod
```

## Pauli exclusion

Setting q = p in the first two relations gives

2 a_p a_p v = 0 and 2 c_p c_p v = 0,

and division by 2 gives a_p² = c_p² = 0. The auxiliary statement `half` is this division.

```lean
variable {a c : Fin M → Module.End ℂ V}

/-- Pauli exclusion: under the canonical anticommutation relations, annihilating twice or creating
twice in the same mode gives zero. -/
theorem IsCAR.exclusion (h : IsCAR a c) (p : Fin M) (v : V) :
    a p (a p v) = 0 ∧ c p (c p v) = 0 := by
  have half : ∀ x : V, x + x = 0 → x = 0 := by
    intro x hx
    rw [← two_smul ℂ x] at hx
    exact (smul_eq_zero.1 hx).resolve_left two_ne_zero
  exact ⟨half _ (h.aa p p v), half _ (h.cc p p v)⟩
```

## Adding the highest mode

Let m lie above every mode in S. In the ordered product for S ∪ {m}, the factors before m are those of c_S, the factor at m is c_m, and all later factors are 1. Hence

c_{S∪{m}} = c_S c_m.

No anticommutation is needed, and no sign appears. The Lean proof goes by induction along an increasing list of modes that contains m. If the first entry is m, the statement `one` shows that the rest of the product is 1. If it is another mode, its factor is the same on both sides and the induction hypothesis handles the remainder.

```lean
/-- Adding a mode `m` above all modes of `S` multiplies the creator product by `c m` on the
right. -/
theorem creatorProduct_insert (c : Fin M → Module.End ℂ V) {S : Finset (Fin M)} {m : Fin M}
    (hm : ∀ p ∈ S, p < m) :
    creatorProduct c (insert m S) = creatorProduct c S * c m := by
  have hmS : m ∉ S := fun h => lt_irrefl _ (hm m h)
  have key : ∀ l : List (Fin M), l.Pairwise (· < ·) → m ∈ l →
      (l.map fun p => if p ∈ insert m S then c p else 1).prod
        = (l.map fun p => if p ∈ S then c p else 1).prod * c m := by
    intro l
    induction l with
    | nil => intro _ h; simp at h
    | cons x l ih =>
      intro hl hx
      rw [List.pairwise_cons] at hl
      by_cases hxm : x = m
      · -- all modes after `m` are empty
        have one : ∀ R : Finset (Fin M), R ⊆ insert m S →
            (l.map fun p => if p ∈ R then c p else 1).prod = 1 := by
          intro R hR
          apply List.prod_eq_one
          intro y hy
          obtain ⟨p, hp, rfl⟩ := List.mem_map.1 hy
          refine if_neg fun h => ?_
          have hlt : m < p := hxm ▸ hl.1 p hp
          rcases Finset.mem_insert.1 (hR h) with e | e
          · exact hlt.ne e.symm
          · exact lt_asymm hlt (hm p e)
        simp only [List.map_cons, List.prod_cons, one (insert m S) (Finset.Subset.refl _),
          one S (Finset.subset_insert m S)]
        simp [hxm, hmS]
      · have hml : m ∈ l := (List.mem_cons.1 hx).resolve_left fun e => hxm e.symm
        simp only [List.map_cons, List.prod_cons, ih hl.2 hml, mul_assoc]
        by_cases hxS : x ∈ S <;> simp [hxm, hxS]
  exact key _ (List.pairwise_lt_finRange M) (List.mem_finRange m)
```

## Induction from the lowest mode upwards

Existence and uniqueness are both proved first for a set T of modes, with one mode added at a time. The device that makes this short is Mathlib's `Finset.induction_on_max`. To prove a property of every finite set in a linear order, it suffices to prove it for the empty set and to pass from T to T ∪ {m} when m is greater than every element of T.

The ordinary induction principle for finite sets supplies only m ∉ T. The new creator could then belong in the middle of c_S, and moving it there would cost signs. Here the hypothesis `hm`, which says that every element of T is below m, is exactly what `creatorProduct_insert` needs. It also gives p ≠ m for each p in T, so the mixed relation reduces to a_p c_m = −c_m a_p.

## Splitting a state mode by mode

The claim for T is that every w can be written as

w = ∑_{S⊆T} c_S v_S, with a_p v_S = 0 for every p in T.

For T = ∅, take v_∅ = w. Now suppose the claim holds for T and let m lie above T. The mixed relation with p = q = m splits each component:

v_S = a_m c_m v_S + c_m a_m v_S.

The first term has mode m empty, and the second has it filled. Define the new components

v′_S = a_m c_m v_S and v′_{S∪{m}} = a_m v_S.

Both are killed by a_m, since a_m² = 0. For p in T they are also killed by a_p:

a_p a_m v_S = −a_m a_p v_S = 0

a_p a_m c_m v_S = −a_m a_p c_m v_S = a_m c_m a_p v_S = 0.

Applying c_S to the splitting gives

c_S v_S = c_S v′_S + c_S c_m v′_{S∪{m}} = c_S v′_S + c_{S∪{m}} v′_{S∪{m}}.

Summing over S ⊆ T covers every subset of T ∪ {m} once, because each such subset either omits m or contains it.

In the code, the `if m ∈ S` expression defines the new family, and `kill` collects the annihilation argument shared by its two cases. `Finset.sum_powerset_insert` separates the subsets without m from those with m.

```lean
/-- Assume the canonical anticommutation relations. For any set `T` of modes, every vector is a sum
of creator products over subsets of `T` applied to vectors killed by the annihilators of `T`. -/
theorem exists_components (h : IsCAR a c) (T : Finset (Fin M)) :
    ∀ w : V, ∃ v : Finset (Fin M) → V, (∀ S, ∀ p ∈ T, a p (v S) = 0) ∧
      w = ∑ S ∈ T.powerset, creatorProduct c S (v S) := by
  induction T using Finset.induction_on_max with
  | empty => exact fun w => ⟨fun _ => w, by simp, by simp [creatorProduct]⟩
  | insert m T hm ih =>
    intro w
    obtain ⟨v, hv, hw⟩ := ih w
    have hmT : m ∉ T := fun h => lt_irrefl _ (hm m h)
    -- split each component into its parts with mode `m` empty and filled
    refine ⟨fun S => if m ∈ S then a m (v (S.erase m)) else a m (c m (v S)), ?_, ?_⟩
    · intro S p hp
      have kill : ∀ u, (p ∈ T → a p u = 0) → a p (a m u) = 0 := by
        intro u hu
        rcases Finset.mem_insert.1 hp with e | hpT
        · rw [e]
          exact (h.exclusion m u).1
        · have e := h.aa p m u
          rwa [hu hpT, map_zero, add_zero] at e
      dsimp only
      split_ifs
      · exact kill _ (hv _ p)
      · refine kill _ fun hpT => ?_
        have e := h.ac p m (v S)
        rwa [if_neg (hm p hpT).ne, hv S p hpT, map_zero, add_zero] at e
    · rw [Finset.sum_powerset_insert hmT, hw, ← Finset.sum_add_distrib]
      refine Finset.sum_congr rfl fun S hS => ?_
      have hST := Finset.mem_powerset.1 hS
      have hmS : m ∉ S := fun h => hmT (hST h)
      have e := h.ac m m (v S)
      rw [if_pos rfl] at e
      dsimp only
      rw [creatorProduct_insert c fun p hp => hm p (hST hp), if_neg hmS,
        if_pos (Finset.mem_insert_self m S), Finset.erase_insert hmS,
        Module.End.mul_apply, ← map_add, e]
```

## Only the zero family sums to zero

Suppose that m lies above T, that every v_S is killed by the annihilators of T ∪ {m}, and that the sum over subsets of T ∪ {m} vanishes. Pairing S with S ∪ {m} gives

∑_{S⊆T} c_S u_S = 0, where u_S = v_S + c_m v_{S∪{m}}.

For p in T,

a_p u_S = a_p v_S − c_m a_p v_{S∪{m}} = 0,

so the induction hypothesis applies to the family u and gives u_S = 0 for each S ⊆ T. Applying a_m to this equation yields

0 = a_m v_S + a_m c_m v_{S∪{m}} = v_{S∪{m}} − c_m a_m v_{S∪{m}} = v_{S∪{m}}.

With v_{S∪{m}} = 0, the equation u_S = 0 leaves v_S = 0. For T = ∅ the sum has the single term v_∅, which is therefore zero.

In Lean, `hk` and `hsum` are the two conditions on u, and `e2` is the equation after a_m has been applied. The lemma is stated for all families v, which lets the induction hypothesis be used for the new family u.

```lean
/-- Assume the canonical anticommutation relations. If creator products over subsets of `T`, applied
to vectors killed by the annihilators of `T`, sum to zero, then each of these vectors is zero. -/
theorem components_eq_zero (h : IsCAR a c) (T : Finset (Fin M)) :
    ∀ v : Finset (Fin M) → V, (∀ S, ∀ p ∈ T, a p (v S) = 0) →
      ∑ S ∈ T.powerset, creatorProduct c S (v S) = 0 → ∀ S ⊆ T, v S = 0 := by
  induction T using Finset.induction_on_max with
  | empty =>
    intro v _ hs S hS
    rw [Finset.subset_empty.1 hS]
    simpa [creatorProduct] using hs
  | insert m T hm ih =>
    intro v hv hs
    have hmT : m ∉ T := fun h => lt_irrefl _ (hm m h)
    rw [Finset.sum_powerset_insert hmT, ← Finset.sum_add_distrib] at hs
    have hk : ∀ S, ∀ p ∈ T, a p (v S + c m (v (insert m S))) = 0 := by
      intro S p hp
      have e := h.ac p m (v (insert m S))
      rw [if_neg (hm p hp).ne, hv _ p (Finset.mem_insert_of_mem hp), map_zero, add_zero] at e
      rw [map_add, hv S p (Finset.mem_insert_of_mem hp), e, add_zero]
    have hsum : ∑ S ∈ T.powerset, creatorProduct c S (v S + c m (v (insert m S))) = 0 := by
      refine Eq.trans (Finset.sum_congr rfl fun S hS => ?_) hs
      rw [creatorProduct_insert c fun p hp => hm p (Finset.mem_powerset.1 hS hp),
        Module.End.mul_apply, map_add]
    have both : ∀ S ⊆ T, v (insert m S) = 0 ∧ v S = 0 := by
      intro S hS
      have e0 : v S + c m (v (insert m S)) = 0 :=
        ih (fun S => v S + c m (v (insert m S))) hk hsum S hS
      have e1 := h.ac m m (v (insert m S))
      rw [if_pos rfl, hv _ m (Finset.mem_insert_self m T), map_zero, add_zero] at e1
      -- applying `a m` isolates the component with mode `m` filled
      have e2 := congrArg (a m) e0
      rw [map_add, hv S m (Finset.mem_insert_self m T), zero_add, e1, map_zero] at e2
      rw [e2, map_zero, add_zero] at e0
      exact ⟨e2, e0⟩
    intro S hS
    by_cases hmS : m ∈ S
    · have e := (both (S.erase m) (Finset.subset_insert_iff.1 hS)).1
      rwa [Finset.insert_erase hmS] at e
    · exact (both S fun x hx =>
        (Finset.mem_insert.1 (hS hx)).resolve_left fun e => hmS (e ▸ hx)).2
```

## The decomposition over all modes

Taking T to be the set of all M modes gives the main theorem. For every w in V there is exactly one family (v_S), indexed by the 2^M sets of modes, such that

a_p v_S = 0 for all S and p, and w = ∑_S c_S v_S.

A vacuum here is any vector killed by all a_p, including the zero vector. For the active space, a nonzero v_S describes, up to normalisation, a state in which the active orbitals are empty and the other orbitals may hold electrons. If M = 0, there is one component, and it equals w.

In `fock_decomposition`, the symbol `∃!` states existence together with uniqueness of the whole family. If u and v are two such families, their differences u_S − v_S are killed by all annihilators, and ∑_S c_S (u_S − v_S) = w − w = 0. The previous lemma then makes every difference zero.

```lean
/-- Fock decomposition over vacua: under the canonical anticommutation relations, every vector is,
in exactly one way, a sum over sets `S` of modes of the increasing creator product of `S` applied to
a vector killed by all annihilators. -/
theorem fock_decomposition (h : IsCAR a c) (w : V) :
    ∃! v : Finset (Fin M) → V,
      (∀ S p, a p (v S) = 0) ∧ w = ∑ S, creatorProduct c S (v S) := by
  obtain ⟨v, hv, hw⟩ := exists_components h Finset.univ w
  rw [Finset.powerset_univ] at hw
  refine ⟨v, ⟨fun S p => hv S p (Finset.mem_univ p), hw⟩, ?_⟩
  rintro u ⟨hu, hwu⟩
  funext S
  apply sub_eq_zero.1
  refine components_eq_zero h Finset.univ (fun S => u S - v S) ?_ ?_ S (Finset.subset_univ S)
  · intro S p hp
    rw [map_sub, hu, hv S p hp, sub_zero]
  · rw [Finset.powerset_univ]
    simp only [map_sub, Finset.sum_sub_distrib]
    rw [← hwu, ← hw, sub_self]
```

## Complex amplitudes when the vacuum is unique

When the M modes are all the degrees of freedom of the system, the empty state is unique up to a factor. The hypothesis `hvac` expresses this: the vectors killed by all annihilators are exactly the multiples of one vector Ω ≠ 0. It fails for an active space within the full Fock space, where the other orbitals can be in many different states. It holds if the other orbitals are frozen, as in a complete-active-space wave function with given orbitals: V then consists of the vectors in which the inactive orbitals are filled and the virtual ones are empty, and Ω is the determinant of the inactive orbitals.

Under this hypothesis v_S = z_S Ω with complex z_S, and linearity gives

w = ∑_S z_S c_S Ω.

If y_S is another list of amplitudes for w, the vectors y_S Ω form another valid family. The main theorem gives y_S Ω = z_S Ω, and Ω ≠ 0 gives y_S = z_S. These are the 2^M coefficients of a general vector in the Fock space of M spin orbitals. If Ω holds no electrons and the state has exactly N, as in full configuration interaction, only the coefficients of sets S with N elements can be nonzero.

```lean
/-- Assume the canonical anticommutation relations. If the vectors killed by all annihilators are
exactly the multiples of one nonzero vacuum `Ω`, every vector has unique complex amplitudes on the
creator products applied to `Ω`. -/
theorem unique_amplitudes (h : IsCAR a c) {Ω : V} (hΩ : Ω ≠ 0)
    (hvac : ∀ x, (∀ p, a p x = 0) ↔ ∃ z : ℂ, x = z • Ω) (w : V) :
    ∃! z : Finset (Fin M) → ℂ, w = ∑ S, z S • creatorProduct c S Ω := by
  obtain ⟨v, ⟨hv, hw⟩, hu⟩ := fock_decomposition h w
  choose z hz using fun S => (hvac (v S)).1 (hv S)
  refine ⟨z, by simp only [hw, hz, map_smul], fun y hy => funext fun S => ?_⟩
  have e := congrFun (hu (fun S => y S • Ω)
    ⟨fun S => (hvac _).2 ⟨y S, rfl⟩, by simpa only [map_smul] using hy⟩) S
  exact smul_left_injective ℂ hΩ (e.trans (hz S))
```

## Two modes on four basis vectors

The Jordan–Wigner matrices give a concrete case with M = 2. Order the basis of ℂ⁴ as |00⟩, |01⟩, |10⟩, |11⟩, with the occupation of mode 0 written first. Then

a_0 |10⟩ = |00⟩, a_0 |11⟩ = |01⟩

a_1 |01⟩ = |00⟩, a_1 |11⟩ = −|10⟩,

and all other basis vectors are sent to zero. The minus sign makes the operators of different modes anticommute.

```lean
/-- The Jordan–Wigner matrices of the two annihilators of a two-mode system. -/
def jordanWigner : Fin 2 → Matrix (Fin 4) (Fin 4) ℂ :=
  ![!![0, 0, 1, 0; 0, 0, 0, 1; 0, 0, 0, 0; 0, 0, 0, 0],
    !![0, 1, 0, 0; 0, 0, 0, 0; 0, 0, 0, -1; 0, 0, 0, 0]]
```

The creators are the transposes, which equal the adjoints because the matrices are real. Each relation can be checked on a general vector, component by component. The Lean proof does this: it runs through the choices of p, q and the component, and simplifies each case. `mulVecLin` turns a matrix into the linear map that multiplies a vector by it.

One can read off from the matrices that the vacua are the multiples of Ω = |00⟩ and that c_0 c_1 Ω = |11⟩. The amplitudes z_S of a vector are thus its four entries, whereas the order c_1 c_0 would change the sign of the last one.

```lean
/-- The two Jordan–Wigner matrices and their transposes satisfy the canonical anticommutation
relations. -/
theorem isCAR_witness :
    IsCAR (fun p => (jordanWigner p).mulVecLin) (fun p => (jordanWigner p)ᵀ.mulVecLin) := by
  constructor <;> intro p q v <;> ext i <;> fin_cases p <;> fin_cases q <;> fin_cases i <;>
    simp [jordanWigner, dotProduct, Fin.sum_univ_four] <;>
    simp [Matrix.vecHead, Matrix.vecTail]

end FockOverVacua
```

```lean
#print axioms FockOverVacua.fock_decomposition
#print axioms FockOverVacua.unique_amplitudes
```

```
'FockOverVacua.fock_decomposition' depends on axioms: [propext, Classical.choice, Quot.sound]
'FockOverVacua.unique_amplitudes' depends on axioms: [propext, Classical.choice, Quot.sound]
```
